# An upper bound on the l1 coherence of a finite-dimensional density matrix in terms of its purity and dimension

The coherence of a state is defined relative to a basis, and a small value in one basis does not imply a small value in every other. Take a system with N levels, an orthonormal basis |i⟩ and a density matrix ρ with entries ρ_ij = ⟨i|ρ|j⟩. The l1 coherence is

    C(ρ) = Σ_i Σ_{j≠i} |ρ_ij|.

The uniform superposition |+⟩ = N^(−1/2) Σ_i |i⟩ has C = N − 1 in the basis |i⟩ and C = 0 in any orthonormal basis that contains |+⟩. To claim that a noisy state has little coherence whatever the basis, one would have to examine every basis separately, unless C is controlled by a quantity that does not depend on the basis. The purity Tr ρ² is such a quantity, but the crude estimate C² ≤ N(N − 1) Tr ρ², which treats all of the purity as if it sat off the diagonal, is too weak when N ≥ 2: for the maximally mixed state I/N, with I the identity matrix, it allows C² up to N − 1, whereas the true value is zero.

The inequality that repairs this holds for every Hermitian N × N matrix of unit trace, with N finite:

    C(ρ)² ≤ (N − 1)(N Tr ρ² − 1).

The right side vanishes at Tr ρ² = 1/N. For a system with finitely many levels, a known value of the purity at some instant therefore caps the l1 coherence at that instant in all orthonormal bases at once.

## Splitting the purity and applying Cauchy–Schwarz twice

Write D and O for the diagonal and off-diagonal weights,

    D = Σ_i |ρ_ii|²,    O = Σ_i Σ_{j≠i} |ρ_ij|².

Step 1. Hermiticity gives ρ_ji = ρ_ij*, the star denoting complex conjugation, so

    Tr ρ² = Σ_i Σ_j ρ_ij ρ_ji = Σ_i Σ_j |ρ_ij|² = D + O.

Step 2. For m real numbers a_k, Cauchy–Schwarz reads (Σ_k a_k)² ≤ m Σ_k a_k². Unit trace and the triangle inequality give 1 = |Tr ρ| ≤ Σ_i |ρ_ii|. Squaring and using m = N,

    1 ≤ (Σ_i |ρ_ii|)² ≤ N D.

Step 3. Let R_i = Σ_{j≠i} |ρ_ij| be the off-diagonal sum of row i, which has N − 1 terms, so that R_i² ≤ (N − 1) Σ_{j≠i} |ρ_ij|². Since C = Σ_i R_i has N terms,

    C² ≤ N Σ_i R_i² ≤ N(N − 1) O.

Step 4. Because N − 1 ≥ 0 and N D − 1 ≥ 0,

    C² ≤ N(N − 1) O + (N − 1)(N D − 1) = (N − 1)(N(D + O) − 1),

and D + O is the purity. For N = 1 there are no off-diagonal entries and both sides are zero.

Step 5. Let U be unitary, U†U = I. The matrix UρU† has entries ⟨u_i|ρ|u_j⟩ with |u_j⟩ = U†|j⟩, so it represents the same state in the orthonormal basis |u_j⟩, and every orthonormal basis arises in this way. It is Hermitian. Cyclicity of the trace gives Tr(UAU†) = Tr(U†UA) = Tr A for any matrix A, and (UρU†)² = Uρ²U†. Trace and purity are thus unchanged, and

    C(UρU†)² ≤ (N − 1)(N Tr ρ² − 1).

Step 6. Suppose Tr ρ² ≤ 1/N + ε. The number ε is an allowance for the excess of the purity over that of I/N; expanding the square shows that Tr ρ² − 1/N = Tr (ρ − I/N)², so ε bounds the squared Hilbert–Schmidt distance from the maximally mixed state. Then N Tr ρ² − 1 ≤ Nε, and

    C(UρU†) ≤ √(N(N − 1) ε).

For N ≥ 2 the prefactor √(N(N − 1)) of √ε lies between N/√2 and N, so this estimate gives C small compared with one only when ε is small compared with 1/N²; for N = 1 the prefactor is zero.

Equality is reached. For 0 ≤ p ≤ 1 put

    ρ_p = (1 − p) I/N + p |+⟩⟨+|.

All entries of |+⟩⟨+| equal 1/N, so ρ_p has diagonal entries 1/N and off-diagonal entries p/N. Counting N diagonal and N(N − 1) off-diagonal entries,

    C(ρ_p) = (N − 1) p,
    Tr ρ_p² = 1/N + (N − 1) p²/N = (1 + (N − 1) p²)/N,

and both sides of the inequality equal (N − 1)² p².

## States, coherence and purity as Lean objects

```lean
import Mathlib

open Matrix Finset
open scoped ComplexOrder

namespace CoherenceMixedness

noncomputable section

variable {n : Type*} [Fintype n] [DecidableEq n]
```

The type `n` labels the basis vectors, and the dimension N appears throughout as `Fintype.card n`, cast to a real or complex number. An operator is a `Matrix n n ℂ`, which fixes an orthonormal reference basis and restricts everything to finite dimension. Opening `ComplexOrder` supplies the order on ℂ in which 0 ≤ z means that z is real and non-negative, as positivity of a complex matrix requires.

```lean
/-- A density matrix: positive semidefinite with unit trace. -/
def IsDensity (ρ : Matrix n n ℂ) : Prop := ρ.PosSemidef ∧ ρ.trace = 1
```

Mathlib's `PosSemidef` contains two conditions, Hermiticity and ⟨x|ρ|x⟩ ≥ 0 for all vectors x. For `hρ : IsDensity ρ`, the term `hρ.1.1` is the Hermiticity and `hρ.2` the unit trace.

```lean
/-- The l1 coherence: the sum of the absolute values of the off-diagonal entries. -/
def l1Coherence (ρ : Matrix n n ℂ) : ℝ := ∑ i, ∑ j ∈ univ.erase i, ‖ρ i j‖
```

The set `univ.erase i` consists of all j other than i, and `‖ρ i j‖` is the modulus |ρ_ij|. The sum runs over ordered pairs, so ρ_ij and ρ_ji both count and no factor one half or 1/(N − 1) is included.

```lean
/-- The purity, the real part of `Tr(ρ²)`. -/
def purity (ρ : Matrix n n ℂ) : ℝ := (ρ * ρ).trace.re
```

Taking the real part makes the purity a real number that can stand in an inequality. For Hermitian ρ the trace of ρ² is already real, by step 1.

```lean
/-- The mixture `(1 - p) I/N + p |+⟩⟨+|`, where `|+⟩⟨+|` has all entries equal to `1/N`. -/
def mixedPlus (n : Type*) [Fintype n] [DecidableEq n] (p : ℝ) : Matrix n n ℂ :=
  (((1 - p) / Fintype.card n : ℝ) : ℂ) • (1 : Matrix n n ℂ)
    + ((p / Fintype.card n : ℝ) : ℂ) • (Matrix.of fun _ _ => (1 : ℂ))
```

The definition uses the all-ones matrix J, written `Matrix.of fun _ _ => (1 : ℂ)`, which is the unnormalised projector N|+⟩⟨+|. The coefficient p/N restores the normalisation.

## The three estimates and their combination

```lean
/-- The purity of a Hermitian matrix is the sum of the squared moduli of its diagonal
entries plus that of its off-diagonal entries. -/
theorem purity_eq {ρ : Matrix n n ℂ} (hρ : ρ.IsHermitian) :
    purity ρ = ∑ i, ‖ρ i i‖ ^ 2 + ∑ i, ∑ j ∈ univ.erase i, ‖ρ i j‖ ^ 2 := by
  have h : ∀ i j, (ρ i j * ρ j i).re = ‖ρ i j‖ ^ 2 := by
    intro i j
    rw [← hρ.apply j i, Complex.star_def, Complex.mul_conj, Complex.ofReal_re,
      Complex.normSq_eq_norm_sq]
  simp only [purity, Matrix.trace, Matrix.diag_apply, Matrix.mul_apply, Complex.re_sum, h]
  rw [← Finset.sum_add_distrib]
  exact Finset.sum_congr rfl fun i _ =>
    (Finset.add_sum_erase univ (fun j => ‖ρ i j‖ ^ 2) (mem_univ i)).symm
```

This is step 1. The termwise identity `h` replaces ρ_ji by the conjugate of ρ_ij through `hρ.apply j i` and turns the product into |ρ_ij|². After the trace and the matrix product are unfolded into a double sum, `Finset.add_sum_erase` separates the term j = i from each row, which yields D + O.

```lean
omit [DecidableEq n] in
/-- For unit trace, `N` times the sum of the squared moduli of the diagonal entries
is at least one. -/
theorem one_le_card_mul_populations {ρ : Matrix n n ℂ} (htr : ρ.trace = 1) :
    1 ≤ (Fintype.card n : ℝ) * ∑ i, ‖ρ i i‖ ^ 2 := by
  have h1 : (1 : ℝ) ≤ ∑ i, ‖ρ i i‖ :=
    calc (1 : ℝ) = ‖ρ.trace‖ := by rw [htr, norm_one]
      _ ≤ ∑ i, ‖ρ i i‖ := norm_sum_le Finset.univ (fun i => ρ i i)
  have h2 := sq_sum_le_card_mul_sum_sq (s := (univ : Finset n)) (f := fun i => ‖ρ i i‖)
  simp only [Finset.card_univ] at h2
  nlinarith
```

Step 2 needs only the trace. Here `h1` is the triangle inequality, `h2` is Cauchy–Schwarz in the form `sq_sum_le_card_mul_sum_sq`, and `nlinarith` supplies the squaring that links them.

```lean
/-- The squared l1 coherence is at most `N (N - 1)` times the sum of the squared moduli
of the off-diagonal entries. -/
theorem l1Coherence_sq_le_offDiag (ρ : Matrix n n ℂ) :
    l1Coherence ρ ^ 2 ≤ (Fintype.card n : ℝ) * ((Fintype.card n : ℝ) - 1)
      * ∑ i, ∑ j ∈ univ.erase i, ‖ρ i j‖ ^ 2 := by
  -- Cauchy-Schwarz within each row, which has N - 1 off-diagonal entries
  have hrow : ∀ i : n, (∑ j ∈ univ.erase i, ‖ρ i j‖) ^ 2
      ≤ ((Fintype.card n : ℝ) - 1) * ∑ j ∈ univ.erase i, ‖ρ i j‖ ^ 2 := by
    intro i
    have hc : ((univ.erase i).card : ℝ) = (Fintype.card n : ℝ) - 1 := by
      rw [← Finset.card_univ, ← Finset.card_erase_add_one (mem_univ i)]
      push_cast
      ring
    rw [← hc]
    exact sq_sum_le_card_mul_sum_sq
  -- Cauchy-Schwarz over the N rows
  have hall := sq_sum_le_card_mul_sum_sq (s := (univ : Finset n))
    (f := fun i => ∑ j ∈ univ.erase i, ‖ρ i j‖)
  simp only [Finset.card_univ] at hall
  have hsum := Finset.sum_le_sum (s := (univ : Finset n)) fun i _ => hrow i
  rw [← Finset.mul_sum] at hsum
  rw [mul_assoc]
  exact hall.trans (mul_le_mul_of_nonneg_left hsum (Nat.cast_nonneg _))
```

Step 3 has no hypothesis on ρ at all. The estimate `hrow` treats one row, with `hc` counting its N − 1 off-diagonal entries; `hall` is C² ≤ N Σ_i R_i²; `hsum` adds the row estimates; and the last line multiplies that sum by N and chains the two inequalities.

```lean
/-- Coherence is limited by mixedness: a Hermitian matrix of unit trace in dimension `N`
satisfies `C² ≤ (N - 1)(N Tr ρ² - 1)`. -/
theorem l1Coherence_sq_le {ρ : Matrix n n ℂ} (hρ : ρ.IsHermitian) (htr : ρ.trace = 1) :
    l1Coherence ρ ^ 2
      ≤ ((Fintype.card n : ℝ) - 1) * ((Fintype.card n : ℝ) * purity ρ - 1) := by
  have hN : (1 : ℝ) ≤ Fintype.card n := by
    rcases isEmpty_or_nonempty n with h | h
    · simp [Matrix.trace] at htr
    · exact Nat.one_le_cast.mpr Fintype.card_pos
  have hC := l1Coherence_sq_le_offDiag ρ
  have hD := mul_le_mul_of_nonneg_left (one_le_card_mul_populations htr) (sub_nonneg.mpr hN)
  rw [purity_eq hρ]
  nlinarith
```

In words: if ρ is Hermitian and has trace one, then the squared l1 coherence is at most (N − 1)(N Tr ρ² − 1). Positivity is not among the hypotheses, so the theorem also applies to Hermitian unit-trace matrices with negative eigenvalues. Nor is N ≥ 1 assumed: `hN` derives it, because the trace over an empty index set is zero and not one. The inequality `hD` is step 2 multiplied by N − 1. Once `purity_eq` has rewritten the purity as D + O, the goal is the sum of `hC` and `hD`, as in step 4.

## Change of basis and nearly mixed states

```lean
/-- For a density matrix `ρ` and every unitary change of basis `U`, the coherence of
`U ρ U†` satisfies `C² ≤ (N - 1)(N Tr ρ² - 1)`. -/
theorem l1Coherence_sq_le_any_basis {ρ U : Matrix n n ℂ} (hρ : IsDensity ρ)
    (hU : U ∈ Matrix.unitaryGroup n ℂ) :
    l1Coherence (U * ρ * Uᴴ) ^ 2
      ≤ ((Fintype.card n : ℝ) - 1) * ((Fintype.card n : ℝ) * purity ρ - 1) := by
  have hUU : Uᴴ * U = 1 := Matrix.mem_unitaryGroup_iff'.mp hU
  have htr : ∀ A : Matrix n n ℂ, (U * A * Uᴴ).trace = A.trace := by
    intro A
    rw [Matrix.trace_mul_cycle, hUU, Matrix.one_mul]
  have hherm : (U * ρ * Uᴴ).IsHermitian := by
    unfold Matrix.IsHermitian
    simp only [conjTranspose_mul, conjTranspose_conjTranspose, hρ.1.1.eq, Matrix.mul_assoc]
  have hsq : U * ρ * Uᴴ * (U * ρ * Uᴴ) = U * (ρ * ρ) * Uᴴ :=
    calc U * ρ * Uᴴ * (U * ρ * Uᴴ) = U * ρ * (Uᴴ * U) * ρ * Uᴴ := by
          simp only [Matrix.mul_assoc]
      _ = U * (ρ * ρ) * Uᴴ := by
          rw [hUU]
          simp only [Matrix.mul_one, Matrix.mul_assoc]
  -- purity does not depend on the basis
  have hp : purity (U * ρ * Uᴴ) = purity ρ := by
    unfold purity
    rw [hsq, htr]
  rw [← hp]
  exact l1Coherence_sq_le hherm (by rw [htr, hρ.2])
```

Here ρ is a density matrix, membership in `Matrix.unitaryGroup n ℂ` says that U is unitary, and `Uᴴ` is U†. The coherence on the left is that of the rotated matrix, while the purity on the right is that of ρ itself, so the same number bounds C² for every U. The proof follows step 5: `hUU` is U†U = I, `htr` the invariance of the trace, `hherm` the Hermiticity of UρU†, `hsq` the identity (UρU†)² = Uρ²U†, and `hp` the invariance of the purity. The previous theorem is then applied to UρU†. Non-orthogonal bases, which correspond to non-unitary transformations, are not covered.

```lean
/-- If the purity of a density matrix is at most `1/N + ε`, its coherence in every
orthonormal basis is at most `√(N (N - 1) ε)`. -/
theorem l1Coherence_le_of_nearly_mixed {ρ U : Matrix n n ℂ} (hρ : IsDensity ρ)
    (hU : U ∈ Matrix.unitaryGroup n ℂ) {ε : ℝ}
    (hε : purity ρ ≤ 1 / (Fintype.card n : ℝ) + ε) :
    l1Coherence (U * ρ * Uᴴ)
      ≤ √((Fintype.card n : ℝ) * ((Fintype.card n : ℝ) - 1) * ε) := by
  have hN : (1 : ℝ) ≤ Fintype.card n := by
    rcases isEmpty_or_nonempty n with h | h
    · have htr := hρ.2
      simp [Matrix.trace] at htr
    · exact Nat.one_le_cast.mpr Fintype.card_pos
  have hpos : (0 : ℝ) < Fintype.card n := by linarith
  have h1 : (Fintype.card n : ℝ) * purity ρ - 1 ≤ (Fintype.card n : ℝ) * ε := by
    have h := mul_le_mul_of_nonneg_left hε hpos.le
    rw [mul_add, mul_one_div_cancel hpos.ne'] at h
    linarith
  have h2 := mul_le_mul_of_nonneg_left h1 (sub_nonneg.mpr hN)
  have h3 := l1Coherence_sq_le_any_basis hρ hU
  exact (le_abs_self _).trans (Real.abs_le_sqrt (by nlinarith))
```

This is step 6. The bound on the purity is an assumption about the state; no noise process that produces it is modelled. The statement does not ask for ε ≥ 0. Lean's square root of a negative number is zero, but no density matrix meets the hypothesis with negative ε, since steps 1 and 2 give Tr ρ² ≥ D ≥ 1/N. In the proof `h1` multiplies the hypothesis by N, `h2` multiplies the outcome by N − 1, `h3` is the bound in the rotated basis, and `Real.abs_le_sqrt` passes from C² to C.

## A family that attains the bound

```lean
/-- The mixture has diagonal entries `1/N` and off-diagonal entries `p/N`. -/
theorem mixedPlus_apply (p : ℝ) (i j : n) :
    mixedPlus n p i j
      = ((if i = j then 1 / (Fintype.card n : ℝ) else p / (Fintype.card n : ℝ) : ℝ) : ℂ) := by
  simp only [mixedPlus, Matrix.add_apply, Matrix.smul_apply, Matrix.one_apply,
    Matrix.of_apply, smul_eq_mul]
  split_ifs <;> push_cast <;> ring
```

The entries of ρ_p follow by cases: (1 − p)/N + p/N = 1/N when i = j, and p/N otherwise.

```lean
/-- For `0 ≤ p ≤ 1` the mixture is a density matrix. -/
theorem mixedPlus_isDensity [Nonempty n] {p : ℝ} (h0 : 0 ≤ p) (h1 : p ≤ 1) :
    IsDensity (mixedPlus n p) := by
  constructor
  · have hJ : (Matrix.of fun _ _ => (1 : ℂ) : Matrix n n ℂ)
        = (Matrix.of fun _ _ => (1 : ℂ) : Matrix Unit n ℂ)ᴴ
          * (Matrix.of fun _ _ => (1 : ℂ) : Matrix Unit n ℂ) := by
      ext i j
      simp [Matrix.mul_apply]
    have hJp : (Matrix.of fun _ _ => (1 : ℂ) : Matrix n n ℂ).PosSemidef := by
      rw [hJ]
      exact posSemidef_conjTranspose_mul_self _
    exact (Matrix.PosSemidef.one.smul (Complex.zero_le_real.mpr
        (div_nonneg (sub_nonneg.mpr h1) (Nat.cast_nonneg _)))).add
      (hJp.smul (Complex.zero_le_real.mpr (div_nonneg h0 (Nat.cast_nonneg _))))
  · have hN : (Fintype.card n : ℂ) ≠ 0 := Nat.cast_ne_zero.mpr Fintype.card_ne_zero
    simp only [Matrix.trace, Matrix.diag_apply, mixedPlus_apply, ↓reduceIte, sum_const,
      card_univ, nsmul_eq_mul]
    push_cast
    field_simp
```

The assumption `Nonempty n` is N ≥ 1, which here has to be stated because unit trace is a conclusion. Positivity of J comes from `hJ`, which writes J = r†r with r the 1 × N row of ones, that is r = √N ⟨+|. The conditions 0 ≤ p ≤ 1 make both weights of the mixture non-negative, so ρ_p is a sum of two positive semidefinite matrices. The trace is N times 1/N.

```lean
/-- For `0 ≤ p ≤ 1` the mixture has coherence `(N - 1) p` and purity `(1 + (N - 1) p²)/N`,
and it satisfies `C² = (N - 1)(N Tr ρ² - 1)`. -/
theorem mixedPlus_saturates [Nonempty n] {p : ℝ} (h0 : 0 ≤ p) (h1 : p ≤ 1) :
    l1Coherence (mixedPlus n p) = ((Fintype.card n : ℝ) - 1) * p ∧
    purity (mixedPlus n p) = (1 + ((Fintype.card n : ℝ) - 1) * p ^ 2) / Fintype.card n ∧
    l1Coherence (mixedPlus n p) ^ 2
      = ((Fintype.card n : ℝ) - 1) * ((Fintype.card n : ℝ) * purity (mixedPlus n p) - 1) := by
  have hN : (0 : ℝ) < Fintype.card n := Nat.cast_pos.mpr Fintype.card_pos
  have hN' := hN.ne'
  have hc : ∀ i : n, ((univ.erase i).card : ℝ) = (Fintype.card n : ℝ) - 1 := by
    intro i
    rw [← Finset.card_univ, ← Finset.card_erase_add_one (mem_univ i)]
    push_cast
    ring
  have hd : ∀ i : n, ‖mixedPlus n p i i‖ = 1 / (Fintype.card n : ℝ) := by
    intro i
    rw [mixedPlus_apply, if_pos rfl, Complex.norm_real, Real.norm_of_nonneg (by positivity)]
  have ho : ∀ i : n, ∀ j ∈ univ.erase i, ‖mixedPlus n p i j‖ = p / (Fintype.card n : ℝ) := by
    intro i j hj
    rw [mixedPlus_apply, if_neg (ne_of_mem_erase hj).symm, Complex.norm_real,
      Real.norm_of_nonneg (div_nonneg h0 hN.le)]
  have hr : ∀ i : n, ∑ j ∈ univ.erase i, ‖mixedPlus n p i j‖
      = ((Fintype.card n : ℝ) - 1) * (p / Fintype.card n) := by
    intro i
    rw [Finset.sum_congr rfl (ho i), sum_const, nsmul_eq_mul, hc]
  have hr2 : ∀ i : n, ∑ j ∈ univ.erase i, ‖mixedPlus n p i j‖ ^ 2
      = ((Fintype.card n : ℝ) - 1) * (p / Fintype.card n) ^ 2 := by
    intro i
    have h : ∀ j ∈ univ.erase i, ‖mixedPlus n p i j‖ ^ 2 = (p / (Fintype.card n : ℝ)) ^ 2 :=
      fun j hj => by rw [ho i j hj]
    rw [Finset.sum_congr rfl h, sum_const, nsmul_eq_mul, hc]
  have hC : l1Coherence (mixedPlus n p) = ((Fintype.card n : ℝ) - 1) * p := by
    simp only [l1Coherence, hr, sum_const, card_univ, nsmul_eq_mul]
    field_simp
  have hP : purity (mixedPlus n p)
      = (1 + ((Fintype.card n : ℝ) - 1) * p ^ 2) / Fintype.card n := by
    rw [purity_eq (mixedPlus_isDensity h0 h1).1.1]
    simp only [hd, hr2, sum_const, card_univ, nsmul_eq_mul]
    field_simp
  refine ⟨hC, hP, ?_⟩
  rw [hC, hP, mul_div_cancel₀ _ hN']
  ring

end

end CoherenceMixedness
```

```lean
#print axioms CoherenceMixedness.l1Coherence_le_of_nearly_mixed
#print axioms CoherenceMixedness.mixedPlus_saturates
```

```
'CoherenceMixedness.l1Coherence_le_of_nearly_mixed' depends on axioms: [propext, Classical.choice, Quot.sound]
'CoherenceMixedness.mixedPlus_saturates' depends on axioms: [propext, Classical.choice, Quot.sound]
```

The theorem states three equalities: the value of C, the value of the purity, and saturation of the bound. The moduli of the entries are `hd` and `ho`, where 0 ≤ p removes the absolute value; `hr` and `hr2` sum a row of N − 1 equal terms and of their squares; `hC` and `hP` sum over the N rows. The upper limit on p enters only through the Hermiticity taken from `mixedPlus_isDensity`. As p runs from 0 to 1 the purity formula runs from 1/N to 1, which covers the range from the maximally mixed state to a pure one. Saturation is shown for this family in the reference basis; the theorems do not say that an arbitrary state has a basis in which equality holds.

## Failures for non-Hermitian, unnormalised and non-unitary input

The following 2 × 2 examples are direct arithmetic and are not theorems of the file. For N = 2 the bound reads C² ≤ 2 Tr ρ² − 1.

Without Hermiticity, take ρ_11 = ρ_22 = 1/2, ρ_12 = 1, ρ_21 = 0. The trace is one and C = 1. Since ρ_12 ρ_21 = 0, the off-diagonal entry does not contribute to the trace of the square, so Tr ρ² = 1/2 and the right side is 0, which is less than C² = 1. Step 1 is the one that breaks.

Without unit trace, take all four entries equal to 1/4, a positive semidefinite matrix of trace 1/2. Then C² = 1/4 and Tr ρ² = 1/4, so the right side is −1/2. Step 2 breaks, because N D = 1/4 is less than one.

Without unitarity, take ρ = |+⟩⟨+|, with all entries 1/2 and purity one, and U = 2I. Then UρU† = 4ρ has C = 4, so C² = 16 against a right side of 1.
